# An absolutely convergent Hartree integral with an interaction of degree −s scales as l^s

Let \(E\) be a real normed space of finite dimension \(d\) with a translation-invariant volume, and for a density \(n:E\to\mathbb R\) and \(l>0\) put \(n_l(x)=l^d\,n(lx)\). The interaction \(w:E\to\mathbb R\) is homogeneous of degree \(-s\) if \(w(tu)=t^{-s}w(u)\) for all \(t>0\) and all \(u\), and the Hartree integral, taken without the prefactor one half, is \(H[n]=\int\!\int n(x)\,n(y)\,w(x-y)\,dy\,dx\).

```lean
import Mathlib

open MeasureTheory Set

namespace HartreeScaling

noncomputable section

variable {E : Type*} [NormedAddCommGroup E] [NormedSpace ℝ E] [FiniteDimensional ℝ E]
  [MeasureSpace E] [BorelSpace E] [(volume : Measure E).IsAddHaarMeasure]

/-- The scaled density `n_l(x) = l^d n(l x)` in a space of dimension `d`. -/
def scaled (l : ℝ) (n : E → ℝ) (x : E) : ℝ := l ^ Module.finrank ℝ E * n (l • x)

/-- The Hartree integrand `n(x) n(y) w(x - y)` as a function of the pair `(x, y)`. -/
def pairDensity (w n : E → ℝ) (p : E × E) : ℝ := n p.1 * n p.2 * w (p.1 - p.2)

/-- The iterated Hartree integral of `n(x) n(y) w(x - y)`, without the prefactor one half. -/
def hartree (w n : E → ℝ) : ℝ := ∫ x, ∫ y, pairDensity w n (x, y)

/-- The interaction is homogeneous of degree `-s`: `w(t u) = t^(-s) w(u)` for all `t > 0`. -/
def IsHomogeneous (w : E → ℝ) (s : ℝ) : Prop :=
  ∀ t : ℝ, 0 < t → ∀ u, w (t • u) = t ^ (-s) * w u

/-- The Coulomb interaction `1/|u|` for `u ≠ 0`, with the value 0 at `u = 0`. -/
def coulomb (u : E) : ℝ := ‖u‖⁻¹

omit [FiniteDimensional ℝ E] [MeasureSpace E] [BorelSpace E]
  [(volume : Measure E).IsAddHaarMeasure] in
/-- The Hartree integrand of the scaled density is `l^(2d) l^s` times the original integrand
at the dilated pair of points. -/
theorem pairDensity_scaled {w : E → ℝ} {s l : ℝ} (hw : IsHomogeneous w s) (hl : 0 < l)
    (n : E → ℝ) (p : E × E) :
    pairDensity w (scaled l n) p =
      (l ^ Module.finrank ℝ E) ^ 2 * l ^ s * pairDensity w n (l • p) := by
  have h1 : l ^ s * l ^ (-s) = 1 := by
    rw [← Real.rpow_add hl, add_neg_cancel, Real.rpow_zero]
  have h2 : w (l • p.1 - l • p.2) = l ^ (-s) * w (p.1 - p.2) := by
    rw [← smul_sub, hw l hl]
  simp only [pairDensity, scaled, Prod.smul_fst, Prod.smul_snd, h2]
  linear_combination (-((l ^ Module.finrank ℝ E) ^ 2 * n (l • p.1) * n (l • p.2)
    * w (p.1 - p.2))) * h1

/-- For an interaction of degree `-s` and an absolutely convergent Hartree integral, the
Hartree integral of the scaled density also converges absolutely and is `l^s` times the
original one. -/
theorem hartree_scaled {w n : E → ℝ} {s l : ℝ} (hw : IsHomogeneous w s) (hl : 0 < l)
    (hn : Integrable (pairDensity w n) (volume.prod volume)) :
    Integrable (pairDensity w (scaled l n)) (volume.prod volume) ∧
      hartree w (scaled l n) = l ^ s * hartree w n := by
  constructor
  · have h := (hn.comp_smul hl.ne').const_mul ((l ^ Module.finrank ℝ E) ^ 2 * l ^ s)
    exact h.congr (Filter.Eventually.of_forall fun p => (pairDensity_scaled hw hl n p).symm)
  · have hD : 0 < l ^ Module.finrank ℝ E := pow_pos hl _
    -- change of variables for a dilation
    have J : ∀ g : E → ℝ, ∫ x, g (l • x) = (l ^ Module.finrank ℝ E)⁻¹ * ∫ x, g x := by
      intro g
      rw [Measure.integral_comp_smul, abs_of_pos (inv_pos.2 hD), smul_eq_mul]
    have inner_eq : ∀ x : E, ∫ y, pairDensity w (scaled l n) (x, y) =
        (l ^ Module.finrank ℝ E) ^ 2 * l ^ s *
          ((l ^ Module.finrank ℝ E)⁻¹ * ∫ y, pairDensity w n (l • x, y)) := by
      intro x
      rw [← J (fun y => pairDensity w n (l • x, y)), ← integral_const_mul]
      exact integral_congr_ae
        (Filter.Eventually.of_forall fun y => pairDensity_scaled hw hl n (x, y))
    have outer_eq := J (fun x => ∫ y, pairDensity w n (x, y))
    unfold hartree
    simp only [inner_eq, integral_const_mul]
    rw [outer_eq]
    generalize l ^ Module.finrank ℝ E = D at hD ⊢
    have h1 : D * D⁻¹ = 1 := mul_inv_cancel₀ hD.ne'
    generalize D⁻¹ = D' at h1 ⊢
    linear_combination (l ^ s * (∫ x, ∫ y, pairDensity w n (x, y)) * (D * D' + 1)) * h1

omit [FiniteDimensional ℝ E] [MeasureSpace E] [BorelSpace E]
  [(volume : Measure E).IsAddHaarMeasure] in
/-- The Coulomb interaction is homogeneous of degree `-1`. -/
theorem coulomb_homogeneous : IsHomogeneous (coulomb : E → ℝ) 1 := by
  intro t ht u
  rw [coulomb, coulomb, norm_smul, Real.norm_of_nonneg ht.le, mul_inv, Real.rpow_neg_one]

/-- In dimension two or higher the Coulomb interaction cut off at distance one is integrable. -/
theorem coulomb_near_integrable (hd : 2 ≤ Module.finrank ℝ E) :
    Integrable (fun u : E => (Iio (1 : ℝ)).indicator (fun r => r⁻¹) ‖u‖) := by
  have : Nontrivial E := Module.nontrivial_of_finrank_pos (R := ℝ) (by omega)
  obtain ⟨k, hk⟩ := Nat.exists_eq_add_of_le' hd
  -- in radial form the volume element cancels the singularity
  refine (integrable_fun_norm_addHaar (μ := (volume : Measure E))).2 ?_
  have hg : Integrable ((Icc (0 : ℝ) 1).indicator (fun _ => (1 : ℝ))) :=
    (integrable_indicator_iff measurableSet_Icc).2 continuous_const.integrableOn_Icc
  refine Integrable.mono' hg.integrableOn ?_ ?_
  · exact ((measurable_id.pow_const _).mul
      (measurable_inv.indicator measurableSet_Iio)).aestronglyMeasurable
  · refine ae_restrict_of_forall_mem measurableSet_Ioi fun y hy => ?_
    have hy0 : 0 < y := hy
    by_cases h1 : y < 1
    · rw [indicator_of_mem (show y ∈ Iio (1 : ℝ) from h1),
        indicator_of_mem (show y ∈ Icc (0 : ℝ) 1 from ⟨hy0.le, h1.le⟩), hk,
        show k + 2 - 1 = k + 1 by omega, smul_eq_mul, pow_succ, mul_assoc,
        mul_inv_cancel₀ hy0.ne', mul_one, Real.norm_of_nonneg (pow_nonneg hy0.le k)]
      exact pow_le_one₀ hy0.le h1.le
    · rw [indicator_of_notMem (show y ∉ Iio (1 : ℝ) from h1), smul_zero, norm_zero]
      exact indicator_nonneg (fun _ _ => zero_le_one) y

/-- In dimension two or higher the Coulomb Hartree integral of a bounded integrable density
converges absolutely. -/
theorem coulomb_pair_integrable (hd : 2 ≤ Module.finrank ℝ E) {n : E → ℝ} {M : ℝ}
    (hn : Integrable n) (hM : ∀ x, |n x| ≤ M) :
    Integrable (pairDensity coulomb n) (volume.prod volume) := by
  have near := (hn.norm.convolution_integrand (ContinuousLinearMap.mul ℝ ℝ)
    (coulomb_near_integrable hd)).const_mul M
  have far := hn.norm.mul_prod hn.norm
  refine Integrable.mono' (near.add far) ?_ (Filter.Eventually.of_forall fun p => ?_)
  · have hc : Measurable (fun p : E × E => ‖p.1 - p.2‖⁻¹) :=
      (measurable_fst.sub measurable_snd).norm.inv
    exact (hn.1.comp_fst.mul hn.1.comp_snd).mul hc.aestronglyMeasurable
  · simp only [Pi.add_apply, ContinuousLinearMap.mul_apply', pairDensity, coulomb,
      norm_mul, norm_inv, norm_norm, Real.norm_eq_abs (n _)]
    have ha := abs_nonneg (n p.1)
    have hb := abs_nonneg (n p.2)
    by_cases h1 : ‖p.1 - p.2‖ < 1
    · rw [indicator_of_mem (show ‖p.1 - p.2‖ ∈ Iio (1 : ℝ) from h1)]
      have h2 : 0 ≤ |n p.2| * ‖p.1 - p.2‖⁻¹ := by positivity
      nlinarith [mul_le_mul_of_nonneg_right (hM p.1) h2, mul_nonneg ha hb]
    · rw [indicator_of_notMem (show ‖p.1 - p.2‖ ∉ Iio (1 : ℝ) from h1)]
      have h2 : ‖p.1 - p.2‖⁻¹ ≤ 1 := inv_le_one_of_one_le₀ (not_lt.1 h1)
      nlinarith [mul_le_mul_of_nonneg_left h2 (mul_nonneg ha hb)]

/-- In dimension two or higher, scaling a bounded integrable density by `l > 0` keeps its
Coulomb Hartree integral absolutely convergent and multiplies it by `l`. -/
theorem coulomb_hartree_scaled (hd : 2 ≤ Module.finrank ℝ E) {n : E → ℝ} {M l : ℝ}
    (hn : Integrable n) (hM : ∀ x, |n x| ≤ M) (hl : 0 < l) :
    Integrable (pairDensity coulomb (scaled l n)) (volume.prod volume) ∧
      hartree coulomb (scaled l n) = l * hartree coulomb n := by
  have h := hartree_scaled coulomb_homogeneous hl (coulomb_pair_integrable hd hn hM)
  rwa [Real.rpow_one] at h

/-- On the line the Hartree integral with interaction `1/|u|` fails to converge absolutely for
every density that is continuous and nonzero at some point. -/
theorem coulomb_line_diverges {n : ℝ → ℝ} {a : ℝ} (hc : ContinuousAt n a) (ha : n a ≠ 0) :
    ¬ Integrable (pairDensity coulomb n) (volume.prod volume) := by
  intro h
  have hpos : 0 < |n a| := abs_pos.2 ha
  obtain ⟨c, hc0, hca⟩ := exists_between hpos
  obtain ⟨δ, hδ, hball⟩ := Metric.eventually_nhds_iff.1 (hc.abs.eventually (lt_mem_nhds hca))
  -- choose a point near `a` at which the inner integral converges
  obtain ⟨x, hx, hxa⟩ := (Measure.dense_of_ae h.prod_right_ae).exists_mem_open
    Metric.isOpen_ball ⟨a, Metric.mem_ball_self hδ⟩
  have hxi : Integrable (fun y => pairDensity coulomb n (x, y)) := hx
  have hxd : |x - a| < δ := by simpa [Real.dist_eq] using hxa
  obtain ⟨hx1, hx2⟩ := abs_lt.1 hxd
  obtain ⟨b, hxb, hba⟩ := exists_between (show x < a + δ by linarith)
  -- then `1/(y - x)` would be integrable up to its pole
  have hint : IntervalIntegrable (fun y => (y - x)⁻¹) volume x b := by
    rw [intervalIntegrable_iff_integrableOn_Ioc_of_le hxb.le]
    refine Integrable.mono (hxi.const_mul (c * c)⁻¹).integrableOn
      (measurable_id.sub_const x).inv.aestronglyMeasurable
      (ae_restrict_of_forall_mem measurableSet_Ioc fun y hy => ?_)
    have hnx : c < |n x| := hball (by rw [Real.dist_eq]; exact hxd)
    have hny : c < |n y| := hball (by
      rw [Real.dist_eq, abs_lt]
      constructor <;> linarith [hy.1, hy.2])
    have h1 : 1 ≤ (c * c)⁻¹ * (|n x| * |n y|) := by
      rw [inv_mul_eq_div, one_le_div (mul_pos hc0 hc0)]
      exact mul_le_mul hnx.le hny.le hc0.le (abs_nonneg _)
    have h2 : ‖(c * c)⁻¹ * pairDensity coulomb n (x, y)‖ =
        (c * c)⁻¹ * (|n x| * |n y|) * |y - x|⁻¹ := by
      simp only [pairDensity, coulomb, Real.norm_eq_abs, abs_mul, abs_inv, abs_abs,
        abs_of_pos hc0, abs_sub_comm x y]
      ring
    rw [h2, Real.norm_eq_abs, abs_inv]
    exact le_mul_of_one_le_left (inv_nonneg.2 (abs_nonneg _)) h1
  rcases intervalIntegrable_sub_inv_iff.1 hint with h3 | h3
  · exact hxb.ne h3
  · exact h3 left_mem_uIcc

end

end HartreeScaling
```

```lean
#print axioms HartreeScaling.hartree_scaled
#print axioms HartreeScaling.coulomb_hartree_scaled
#print axioms HartreeScaling.coulomb_line_diverges
```

```
'HartreeScaling.hartree_scaled' depends on axioms: [propext, Classical.choice, Quot.sound]
'HartreeScaling.coulomb_hartree_scaled' depends on axioms: [propext, Classical.choice, Quot.sound]
'HartreeScaling.coulomb_line_diverges' depends on axioms: [propext, Classical.choice, Quot.sound]
```

## Densities, interactions and convergence in Lean

The space \(E\) is `E`, its dimension \(d\) is `Module.finrank ℝ E`, and \(n_l\) is `scaled l n`. The integrand \(F(x,y)=n(x)n(y)w(x-y)\) is `pairDensity w n`, a function on `E × E`, and \(H[n]\) is `hartree w n`, with the integral over \(y\) inside. The predicate `IsHomogeneous w s` takes \(s\), the negative of the degree, which may be any real number; the Coulomb interaction \(1/|u|\), called `coulomb`, has \(s=1\). At \(u=0\), where \(1/|u|\) is undefined, Lean gives `coulomb` the value 0. The homogeneity equation then holds there too, and for \(d\ge1\) the integrals are unaffected, because the pairs with \(x=y\) have measure zero.

The file has three main results.

- `hartree_scaled`: if \(w\) is homogeneous of degree \(-s\) and \(F\) is integrable over pairs, then the integrand built from \(n_l\) is integrable too, and \(H[n_l]=l^sH[n]\).
- `coulomb_hartree_scaled`: for \(d\ge 2\) and the Coulomb interaction, it is enough that \(n\) is integrable and bounded. The factor is then \(l\).
- `coulomb_line_diverges`: on the real line with \(1/|u|\), the pair integrand is not integrable for any density that is continuous and nonzero at some point.

The density need not be positive or normalised. The norm need not be Euclidean, although it is in the physical case. Integrability is a hypothesis of the general law; it is derived only for the Coulomb interaction with \(d\ge2\).

## Classical repulsion under compression

The prefactor \(l^d\) keeps the particle number \(\int n\) fixed while the density is compressed for \(l>1\) or spread out for \(l<1\). All distances shrink by the factor \(l\), so a repulsion that goes as the inverse distance grows by \(l\).

In density functional theory this is the coordinate scaling of the Hartree energy, \(U[n_l]=l\,U[n]\) with \(U=H/2\). Here it is proved for bounded integrable densities in dimension two or higher; exchange and correlation are not treated.

## From homogeneity to the factor l^s

Write \(F_l\) for the integrand built from \(n_l\). By definition,

\[
F_l(x,y)=l^{2d}\,n(lx)\,n(ly)\,w(x-y).
\]

Homogeneity with \(t=l\) gives \(w(lx-ly)=l^{-s}w(x-y)\), hence \(w(x-y)=l^s\,w(lx-ly)\), and so

\[
F_l(x,y)=l^{2d+s}\,F(lx,ly).
\]

This is `pairDensity_scaled`. Its proof rewrites \(w\) at the dilated points (`h2`) and finishes with \(l^sl^{-s}=1\) (`h1`).

A dilation of \(E\times E\) preserves integrability, so \(F_l\) is integrable when \(F\) is. In Lean this is `hn.comp_smul`, followed by multiplication with the constant.

For the value, the change of variables \(x'=lx\) gives \(\int g(lx)\,dx=l^{-d}\int g(x')\,dx'\), which is the local statement `J`. Applied to the inner integral, it yields

\[
\int F_l(x,y)\,dy=l^{2d+s}\,l^{-d}\int F(lx,y')\,dy',
\]

which is `inner_eq`. Applied again to the outer integral (`outer_eq`), it yields

\[
H[n_l]=l^{2d+s}\,l^{-d}\,l^{-d}\,H[n]=l^s\,H[n].
\]

The last lines of the Lean proof cancel these powers, with `D` standing for \(l^d\).

## Why the Coulomb integral converges for d ≥ 2

The Coulomb interaction satisfies \(|tu|^{-1}=t^{-1}|u|^{-1}\), which is `coulomb_homogeneous`. What remains is integrability. Let \(k(u)=1/|u|\) for \(|u|<1\) and \(k(u)=0\) otherwise. In radial form, with a constant \(C\) that depends on the space,

\[
\int k(u)\,du=C\int_0^1 r^{d-1}\,\frac1r\,dr=\frac{C}{d-1}<\infty .
\]

The lemma `coulomb_near_integrable` needs only finiteness: it reduces the question to the radial function and bounds \(r^{d-2}\) by 1 on \((0,1)\).

Now let \(|n|\le M\). If \(|x-y|<1\), then \(|F(x,y)|\le M\,|n(y)|\,k(x-y)\). If \(|x-y|\ge1\), then \(1/|x-y|\le1\) and \(|F(x,y)|\le|n(x)|\,|n(y)|\). Everywhere, therefore,

\[
|F(x,y)|\le M\,|n(y)|\,k(x-y)+|n(x)|\,|n(y)| .
\]

Integrating over both variables gives

\[
\iint|F|\,dx\,dy\le M\int|n|\int k+\Big(\int|n|\Big)^2<\infty .
\]

In `coulomb_pair_integrable` the two terms of the bound are `near`, a convolution integrand, and `far`, a product. The case split on `‖p.1 - p.2‖ < 1` proves the pointwise inequality, and `Integrable.mono'` turns it into integrability. Then `coulomb_hartree_scaled` applies the general law with \(s=1\).

## The logarithmic divergence on the line

For \(d=1\) the volume element no longer weakens the singularity. Let \(n\) be continuous at \(a\) with \(n(a)\ne0\), and choose \(0<c<|n(a)|\). There is a \(\delta>0\) such that \(|n|>c\) on \((a-\delta,a+\delta)\).

Suppose \(F\) were integrable over the plane. Then \(y\mapsto F(x,y)\) would be integrable for almost every \(x\). Such points are dense, so one of them lies in \((a-\delta,a+\delta)\). Fix it and choose \(b\) with \(x<b<a+\delta\). For \(x<y\le b\),

\[
|F(x,y)|=\frac{|n(x)|\,|n(y)|}{y-x}\ge\frac{c^2}{y-x},
\qquad
\int_x^b\frac{dy}{y-x}=\infty,
\]

which is a contradiction.

The Lean proof follows the same path. It finds \(x\) with `Measure.dense_of_ae`, derives from the lower bound that \(1/(y-x)\) would be integrable on the interval (`hint`), and refutes this with `intervalIntegrable_sub_inv_iff`, since the pole is an endpoint of a nondegenerate interval.

A softened interaction such as \(1/\sqrt{u^2+1}\) avoids this divergence in one-dimensional models, but it is not homogeneous, so the scaling law does not apply to it.

## A scaling law between divergent integrals

Counting powers of \(l\) gives \(H[n_l]=l\,H[n]\) for \(1/|u|\) in every dimension, including \(d=1\), and nothing in the count warns that the integrals on the line diverge. With a nonnegative density that is continuous and nonzero at some point, the equation then reads \(\infty=l\cdot\infty\) and carries no information.

Lean gives no warning either, because it assigns the value 0 to a divergent integral. The proof of the equation in `hartree_scaled` in fact never uses the hypothesis `hn`; for a continuous density on the line with the interaction \(1/|u|\), the equation would say \(0=l\cdot0\). The hypothesis ensures that `hartree w n` is the actual double integral, and the first half of the conclusion ensures the same for the scaled density.
